# Two real solutions of y'' + qy = 0 with Wronskian 1 combine into a Milne amplitude

Take q = 0, with solutions u = 1 and v = x. Their Wronskian u v' − u' v is 1. Put A = √(u² + v²) = √(1 + x²). Then A' = x/A, and

A'' = 1/A − x²/A³ = (A² − x²)/A³ = 1/A³.

The numerator has collapsed to a constant, the squared Wronskian. The same happens for any q, giving Milne's equation A'' + qA = 1/A³.

For the one-dimensional Schrödinger equation, q = 2m(E − V)/ħ², so two linearly independent real solutions at one energy, scaled to have Wronskian 1, yield an amplitude without nodes. If q is positive and varies slowly, one can look for an amplitude that varies slowly too; neglecting its A'' gives the WKB amplitude A ≈ q^(−1/4). This estimate is a heuristic, with no error bound proved here, and it does not hold for every amplitude: others for the same q can ripple, as the last example shows.

## Waves, amplitudes and envelopes

```lean
import Mathlib

noncomputable section

namespace MilneAmplitude
```

The file loads Mathlib, Lean's mathematical library, and opens a namespace for its own names.

```lean
/-- `y` is a real solution of the wave equation `y'' + q y = 0` on the line, with slope `y'`. -/
structure IsWave (q y y' : ℝ → ℝ) : Prop where
  slope : ∀ x, HasDerivAt y (y' x) x
  wave_eq : ∀ x, HasDerivAt y' (-(q x * y x)) x
```

`IsWave q y y'` says that y has slope y' and that y' has derivative −qy, at every real x. In Lean `y'` is merely a name; `HasDerivAt y (y' x) x` is what makes it the derivative. The definition does not ask q to be continuous, but the existence of solutions is assumed, not derived, and this excludes a q with a jump, as at the edge of a finite square well. There y'' would have to jump wherever y ≠ 0, which a derivative that exists at every point cannot do, and two waves with Wronskian 1 are never both zero. No boundary condition or normalisability is required.

```lean
/-- `A` is a positive solution of Milne's equation `A'' + q A = 1 / A ^ 3` on the line,
with slope `A'`. -/
structure IsMilneAmplitude (q A A' : ℝ → ℝ) : Prop where
  pos : ∀ x, 0 < A x
  slope : ∀ x, HasDerivAt A (A' x) x
  milne_eq : ∀ x, HasDerivAt A' (1 / A x ^ 3 - q x * A x) x
```

A Milne amplitude is positive everywhere, has slope A', and satisfies A'' = 1/A³ − qA.

```lean
/-- The Wronskian `u v' - u' v` of two functions with slopes `u'` and `v'`. -/
def wronskian (u u' v v' : ℝ → ℝ) (x : ℝ) : ℝ := u x * v' x - u' x * v x
```

This is W = u v' − u' v, with the sign convention used throughout.

```lean
/-- The envelope `√(a u² + 2 b u v + c v²)` built from two waves. -/
def envelope (a b c : ℝ) (u v : ℝ → ℝ) (x : ℝ) : ℝ :=
  √(a * u x ^ 2 + 2 * b * (u x * v x) + c * v x ^ 2)
```

The envelope is √F, where

F = a u² + 2b uv + c v².

The choice a = c = 1, b = 0 gives √(u² + v²).

```lean
/-- The slope of the envelope when `u'` and `v'` are the slopes of `u` and `v`, for points where the
envelope is not zero. -/
def envelopeSlope (a b c : ℝ) (u u' v v' : ℝ → ℝ) (x : ℝ) : ℝ :=
  (a * (u x * u' x) + b * (u x * v' x + u' x * v x) + c * (v x * v' x)) / envelope a b c u v x
```

This is the expected slope N/√F, where N is half the derivative of F:

N = a uu' + b(uv' + u'v) + c vv'.

```lean
/-- The Ermakov–Lewis form `(A y' - A' y)(A z' - A' z) + (y / A)(z / A)` of two waves `y`, `z`
relative to an amplitude `A`, for points where `A` is not zero. -/
def lewisForm (A A' y y' z z' : ℝ → ℝ) (x : ℝ) : ℝ :=
  (A x * y' x - A' x * y x) * (A x * z' x - A' x * z x) + y x / A x * (z x / A x)
```

For waves y and z, write P_y = Ay' − A'y and R_y = y/A. The form is then

L(y, z) = P_y P_z + R_y R_z.

## From two waves to an amplitude

```lean
variable {q u u' v v' A A' : ℝ → ℝ} {a b c x₀ : ℝ}

/-- The Wronskian of two solutions of the same wave equation is the same at all points. -/
theorem wronskian_const (hu : IsWave q u u') (hv : IsWave q v v') (x y : ℝ) :
    wronskian u u' v v' x = wronskian u u' v v' y := by
  have h : ∀ t, HasDerivAt (wronskian u u' v v') 0 t := fun t =>
    (((hu.slope t).fun_mul (hv.wave_eq t)).fun_sub
      ((hu.wave_eq t).fun_mul (hv.slope t))).congr_deriv (by ring)
  exact is_const_of_deriv_eq_zero (fun t => (h t).differentiableAt) (fun t => (h t).deriv) x y
```

The Wronskian takes the same value at any two points, because

W' = u'v' − q uv + q uv − u'v' = 0.

In the proof, the product rule supplies the derivative, `ring` simplifies it to zero, and `is_const_of_deriv_eq_zero` concludes that W is constant. It is therefore enough to normalise W at a single point x₀.

```lean
/-- If `a > 0`, `a c - b² = 1` and the Wronskian is 1 at `x`, the quadratic form under the root
of the envelope is positive at `x`. -/
theorem form_pos (ha : 0 < a) (habc : a * c - b ^ 2 = 1) {x : ℝ}
    (hW : wronskian u u' v v' x = 1) :
    0 < a * u x ^ 2 + 2 * b * (u x * v x) + c * v x ^ 2 := by
  -- complete the square
  have key : a * (a * u x ^ 2 + 2 * b * (u x * v x) + c * v x ^ 2)
      = (a * u x + b * v x) ^ 2 + v x ^ 2 := by
    linear_combination v x ^ 2 * habc
  have hpos : 0 < (a * u x + b * v x) ^ 2 + v x ^ 2 := by
    by_cases h : v x = 0
    · have hu0 : u x ≠ 0 := by
        intro h0
        simp [wronskian, h, h0] at hW
      have : a * u x ≠ 0 := mul_ne_zero ha.ne' hu0
      rw [h, mul_zero, add_zero]
      positivity
    · positivity
  rw [← key] at hpos
  exact (mul_pos_iff_of_pos_left ha).1 hpos
```

Completing the square with ac − b² = 1 gives

aF = (au + bv)² + v².

If v ≠ 0 at the point, the right side is positive. If v = 0, then W = uv' = 1 forces u ≠ 0, and (au)² is positive. Dividing by a > 0 gives F > 0. The Lean proof makes the same case split.

```lean
/-- Two waves with Wronskian 1 at some point combine into a Milne amplitude
`√(a u² + 2 b u v + c v²)` whenever `a > 0` and `a c - b² = 1`. -/
theorem envelope_isMilneAmplitude (hu : IsWave q u u') (hv : IsWave q v v')
    (hW : wronskian u u' v v' x₀ = 1) (ha : 0 < a) (habc : a * c - b ^ 2 = 1) :
    IsMilneAmplitude q (envelope a b c u v) (envelopeSlope a b c u u' v v') := by
  have hW' : ∀ x, wronskian u u' v v' x = 1 := fun x => (wronskian_const hu hv x x₀).trans hW
  have hF := fun x => form_pos ha habc (hW' x)
  have hpos : ∀ x, 0 < envelope a b c u v x := fun x => Real.sqrt_pos.2 (hF x)
  have hsq : ∀ x, envelope a b c u v x ^ 2
      = a * u x ^ 2 + 2 * b * (u x * v x) + c * v x ^ 2 := fun x => Real.sq_sqrt (hF x).le
  have hslope : ∀ x, HasDerivAt (envelope a b c u v) (envelopeSlope a b c u u' v v' x) x := by
    intro x
    have h : HasDerivAt (fun x => a * u x ^ 2 + 2 * b * (u x * v x) + c * v x ^ 2)
        (2 * (a * (u x * u' x) + b * (u x * v' x + u' x * v x) + c * (v x * v' x))) x :=
      (((((hu.slope x).fun_pow 2).const_mul a).fun_add
        (((hu.slope x).fun_mul (hv.slope x)).const_mul (2 * b))).fun_add
        (((hv.slope x).fun_pow 2).const_mul c)).congr_deriv (by norm_num; ring)
    exact (h.sqrt (hF x).ne').congr_deriv (mul_div_mul_left _ _ two_ne_zero)
  refine ⟨hpos, hslope, fun x => ?_⟩
  -- the derivative of the numerator of the slope
  have hN : HasDerivAt
      (fun x => a * (u x * u' x) + b * (u x * v' x + u' x * v x) + c * (v x * v' x))
      (a * u' x ^ 2 + 2 * b * (u' x * v' x) + c * v' x ^ 2
        - q x * envelope a b c u v x ^ 2) x :=
    (((((hu.slope x).fun_mul (hu.wave_eq x)).const_mul a).fun_add
      ((((hu.slope x).fun_mul (hv.wave_eq x)).fun_add
        ((hu.wave_eq x).fun_mul (hv.slope x))).const_mul b)).fun_add
      (((hv.slope x).fun_mul (hv.wave_eq x)).const_mul c)).congr_deriv (by rw [hsq]; ring)
  -- the Wronskian enters through a Lagrange-type identity
  have key : (a * u' x ^ 2 + 2 * b * (u' x * v' x) + c * v' x ^ 2) * envelope a b c u v x ^ 2
      - (a * (u x * u' x) + b * (u x * v' x + u' x * v x) + c * (v x * v' x)) ^ 2 = 1 := by
    have h : (a * u' x ^ 2 + 2 * b * (u' x * v' x) + c * v' x ^ 2) * envelope a b c u v x ^ 2
        - (a * (u x * u' x) + b * (u x * v' x + u' x * v x) + c * (v x * v' x)) ^ 2
        = (a * c - b ^ 2) * wronskian u u' v v' x ^ 2 := by
      rw [hsq, wronskian]; ring
    rw [h, habc, hW']; norm_num
  have alg : ∀ K N s p : ℝ, 0 < s → K * s ^ 2 - N ^ 2 = 1 →
      ((K - p * s ^ 2) * s - N * (N / s)) / s ^ 2 = 1 / s ^ 3 - p * s := by
    intro K N s p hs h
    field_simp
    linear_combination h
  exact (hN.fun_div (hslope x) (hpos x).ne').congr_deriv (alg _ _ _ _ (hpos x) key)
```

Let A = √F. Since F > 0, the root is differentiable and A' = N/A. Using u'' = −qu and v'' = −qv,

N' = K − qF, where K = a u'² + 2b u'v' + c v'².

Expanding the products gives the identity called `key`:

KF − N² = (ac − b²)W² = 1.

The quotient rule, with F = A², now finishes the calculation:

A'' = (N'A − NA')/A²
= ((K − qA²)A − N²/A)/A²
= (KA² − N²)/A³ − qA
= 1/A³ − qA.

In the code, `hN` is the formula for N', and `alg` is the last piece of algebra.

The Wronskian condition matters. With q = 0 and u = v = 1, we have W = 0. Then √(u² + v²) = √2 is positive, but its second derivative is 0, whereas 1/A³ is not.

```lean
/-- Two waves with Wronskian 1 at some point combine into the positive amplitude `√(u² + v²)`,
which satisfies Milne's equation. -/
theorem milne_amplitude (hu : IsWave q u u') (hv : IsWave q v v')
    (hW : wronskian u u' v v' x₀ = 1) :
    IsMilneAmplitude q (fun x => √(u x ^ 2 + v x ^ 2))
      (fun x => (u x * u' x + v x * v' x) / √(u x ^ 2 + v x ^ 2)) := by
  have h := envelope_isMilneAmplitude (a := 1) (b := 0) (c := 1) hu hv hW one_pos (by norm_num)
  have e : envelope 1 0 1 u v = fun x => √(u x ^ 2 + v x ^ 2) := by
    funext x; simp [envelope]
  have e' : envelopeSlope 1 0 1 u u' v v'
      = fun x => (u x * u' x + v x * v' x) / √(u x ^ 2 + v x ^ 2) := by
    funext x; simp [envelopeSlope, e]
  rwa [e, e'] at h
```

Setting a = c = 1 and b = 0 gives the result for A = √(u² + v²), with slope (uu' + vv')/A. The proof only simplifies the general envelope to this form.

## Every amplitude is an envelope

```lean
/-- The Ermakov–Lewis form of two waves relative to a Milne amplitude for the same `q` is the
same at all points. -/
theorem lewisForm_const (hA : IsMilneAmplitude q A A') (hu : IsWave q u u')
    (hv : IsWave q v v') (x y : ℝ) :
    lewisForm A A' u u' v v' x = lewisForm A A' u u' v v' y := by
  have hp : ∀ {w w' : ℝ → ℝ}, IsWave q w w' → ∀ t,
      HasDerivAt (fun t => A t * w' t - A' t * w t) (-(w t / A t ^ 3)) t := fun hw t =>
    (((hA.slope t).fun_mul (hw.wave_eq t)).fun_sub
      ((hA.milne_eq t).fun_mul (hw.slope t))).congr_deriv (by ring)
  have hr : ∀ {w w' : ℝ → ℝ}, IsWave q w w' → ∀ t,
      HasDerivAt (fun t => w t / A t) ((A t * w' t - A' t * w t) / A t ^ 2) t := fun hw t =>
    ((hw.slope t).fun_div (hA.slope t) (hA.pos t).ne').congr_deriv (by ring)
  have h : ∀ t, HasDerivAt (lewisForm A A' u u' v v') 0 t := fun t =>
    (((hp hu t).fun_mul (hp hv t)).fun_add ((hr hu t).fun_mul (hr hv t))).congr_deriv (by ring)
  exact is_const_of_deriv_eq_zero (fun t => (h t).differentiableAt) (fun t => (h t).deriv) x y
```

Given any Milne amplitude A and waves u, v for the same q, L(u, v) is constant. For any wave w,

P_w' = A'w' − qAw − (1/A³ − qA)w − A'w' = −w/A³,

R_w' = (Aw' − A'w)/A² = P_w/A².

These are `hp` and `hr` in the code. Therefore

L(u, v)' = −(uP_v + vP_u)/A³ + (vP_u + uP_v)/A³ = 0.

```lean
/-- Given two waves with Wronskian 1 at some point, the positive solutions of Milne's equation
are exactly the envelopes `√(a u² + 2 b u v + c v²)` with `a > 0` and `a c - b² = 1`. -/
theorem isMilneAmplitude_iff (hu : IsWave q u u') (hv : IsWave q v v')
    (hW : wronskian u u' v v' x₀ = 1) :
    (∃ A', IsMilneAmplitude q A A') ↔
      ∃ a b c : ℝ, 0 < a ∧ a * c - b ^ 2 = 1 ∧ A = envelope a b c u v := by
  constructor
  · rintro ⟨A', hA⟩
    -- the conserved Ermakov–Lewis forms are the coefficients
    have hdet : lewisForm A A' v v' v v' x₀ * lewisForm A A' u u' u u' x₀
        - (-lewisForm A A' u u' v v' x₀) ^ 2 = 1 := by
      have hne := (hA.pos x₀).ne'
      have h1 : (A x₀ * u' x₀ - A' x₀ * u x₀) * (v x₀ / A x₀)
          - (A x₀ * v' x₀ - A' x₀ * v x₀) * (u x₀ / A x₀) = -wronskian u u' v v' x₀ := by
        unfold wronskian
        field_simp
        ring
      rw [hW] at h1
      calc _ = ((A x₀ * u' x₀ - A' x₀ * u x₀) * (v x₀ / A x₀)
          - (A x₀ * v' x₀ - A' x₀ * v x₀) * (u x₀ / A x₀)) ^ 2 := by
            unfold lewisForm; ring
        _ = 1 := by rw [h1]; norm_num
    have hnonneg : 0 ≤ lewisForm A A' v v' v v' x₀ :=
      add_nonneg (mul_self_nonneg _) (mul_self_nonneg _)
    refine ⟨_, _, _, lt_of_le_of_ne hnonneg fun h0 => ?_, hdet, ?_⟩
    · rw [← h0] at hdet
      nlinarith [sq_nonneg (-lewisForm A A' u u' v v' x₀)]
    · funext x
      have h : lewisForm A A' v v' v v' x₀ * u x ^ 2
          + 2 * (-lewisForm A A' u u' v v' x₀) * (u x * v x)
          + lewisForm A A' u u' u u' x₀ * v x ^ 2 = A x ^ 2 := by
        rw [lewisForm_const hA hv hv x₀ x, lewisForm_const hA hu hv x₀ x,
          lewisForm_const hA hu hu x₀ x]
        calc _ = A x ^ 2 * wronskian u u' v v' x ^ 2 := by
              unfold lewisForm wronskian; ring
          _ = A x ^ 2 := by rw [wronskian_const hu hv x x₀, hW]; ring
      rw [envelope, h, Real.sqrt_sq (hA.pos x).le]
  · rintro ⟨a, b, c, ha, habc, rfl⟩
    exact ⟨_, envelope_isMilneAmplitude hu hv hW ha habc⟩
```

Once u and v are fixed with W = 1, a function A is a Milne amplitude, for some slope A', exactly when it is an envelope with a > 0 and ac − b² = 1. Right to left is the envelope theorem above. For the other direction, take

a = L(v, v), b = −L(u, v), c = L(u, u),

evaluated at x₀. Then

ac − b² = (P_u R_v − P_v R_u)² = (−W)² = 1.

As a sum of squares, a is nonnegative; a = 0 would give −b² = 1, which is impossible. So a > 0. By constancy, the coefficients may be evaluated at any x, where

a u² + 2b uv + c v² = (uP_v − vP_u)² + (uR_v − vR_u)² = (AW)² + 0 = A².

Since A is positive, taking the root recovers A itself. The two `calc` blocks carry out the determinant calculation and this reconstruction.

## Cosine and sine

```lean
/-- For `q = 1` the cosine and the sine are two waves with Wronskian 1 everywhere. -/
theorem waves_witness :
    IsWave (fun _ => 1) Real.cos (fun x => -Real.sin x) ∧
      IsWave (fun _ => 1) Real.sin Real.cos ∧
      ∀ x, wronskian Real.cos (fun x => -Real.sin x) Real.sin Real.cos x = 1 := by
  refine ⟨⟨Real.hasDerivAt_cos, fun x => ?_⟩, ⟨Real.hasDerivAt_sin, fun x => ?_⟩, fun x => ?_⟩
  · exact (Real.hasDerivAt_sin x).fun_neg.congr_deriv (by ring)
  · exact (Real.hasDerivAt_cos x).congr_deriv (by ring)
  · simp only [wronskian]
    linear_combination Real.sin_sq_add_cos_sq x

end MilneAmplitude
```

For q = 1, cosine and sine satisfy the hypotheses, and W = cos² + sin² = 1. The simplest envelope is A = 1, the constant amplitude of a free wave in these units. The choice a = 2, b = 0, c = 1/2 gives another amplitude for the same q, √(2cos²x + ½sin²x), which ripples. Milne's equation alone therefore does not select the constant amplitude; the choice of a, b and c does.

```lean
#print axioms MilneAmplitude.milne_amplitude
#print axioms MilneAmplitude.isMilneAmplitude_iff
```

```
'MilneAmplitude.milne_amplitude' depends on axioms: [propext, Classical.choice, Quot.sound]
'MilneAmplitude.isMilneAmplitude_iff' depends on axioms: [propext, Classical.choice, Quot.sound]
```
